# The p-wave Dalgarno–Lewis equation of a one-electron atom has at most one solution vanishing at the origin and at infinity

In a non-relativistic one-electron atom with a fixed nucleus of charge Z, in atomic units, the radial dipole response w of the ground state obeys −w″/2 + (1/r² − Z/r + Z²/2)w = r·(r e^(−Zr)) for r > 0, and tends to zero at the origin and at infinity. `response_unique` states that two such responses for the same Z agree at every r > 0; it doesn't assert that one exists. The ground state r e^(−Zr) in the source is unnormalised: for Z > 0 the normalised one is 2Z^(3/2) r e^(−Zr), which multiplies the response by the same constant. The proof shows that the square of the difference of two responses is convex, because the effective potential minus the energy is a sum of squares, and concludes that a convex function tending to zero at both ends can't be positive in between.

An attempt in Lean 4 with a fault in it:

```lean
import Mathlib

open MeasureTheory Filter Topology Set

namespace ResponseUnique

noncomputable section

/-- The unnormalised reduced radial ground state `r exp(-Z r)` of a one-electron atom, for `Z > 0`.
-/
def ground (Z r : ℝ) : ℝ := r * Real.exp (-(Z * r))

/-- A dipole response `w` solves the p-wave Dalgarno-Lewis equation on `r > 0`, with source `r`
times the reduced ground state `ground`, and vanishes at the origin and at infinity. Here `v` and
`a` are the first and second derivatives of `w`. -/
structure IsDipoleResponse (Z : ℝ) (w : ℝ → ℝ) : Prop where
  equation : ∃ v a : ℝ → ℝ, ∀ r, 0 < r →
    HasDerivAt w (v r) r ∧ HasDerivAt v (a r) r ∧
      -a r / 2 + (1 / r ^ 2 - Z / r + Z ^ 2 / 2) * w r = r * ground Z r
  origin : Tendsto w (𝓝[>] 0) (𝓝 0)
  infinity : Tendsto w atTop (𝓝 0)

/-- Two dipole responses for the same nuclear charge agree at every `r > 0`. -/
theorem response_unique {Z : ℝ} {w₁ w₂ : ℝ → ℝ} (h₁ : IsDipoleResponse Z w₁)
    (h₂ : IsDipoleResponse Z w₂) {r : ℝ} (hr : 0 < r) : w₁ r = w₂ r := by
  obtain ⟨v₁, a₁, e₁⟩ := h₁.equation
  obtain ⟨v₂, a₂, e₂⟩ := h₂.equation
  have hd : ∀ x, 0 < x → HasDerivAt (fun y => (w₁ y - w₂ y) * (w₁ y - w₂ y))
      (2 * (w₁ x - w₂ x) * (v₁ x - v₂ x)) x := fun x hx =>
    (((e₁ x hx).1.fun_sub (e₂ x hx).1).fun_mul
      ((e₁ x hx).1.fun_sub (e₂ x hx).1)).congr_deriv (by ring)
  have hdd : ∀ x, 0 < x → HasDerivAt (fun y => 2 * (w₁ y - w₂ y) * (v₁ y - v₂ y))
      (2 * (v₁ x - v₂ x) ^ 2 + 2 * (w₁ x - w₂ x) * (a₁ x - a₂ x)) x := fun x hx =>
    ((((e₁ x hx).1.fun_sub (e₂ x hx).1).const_mul 2).fun_mul
      ((e₁ x hx).2.1.fun_sub (e₂ x hx).2.1)).congr_deriv (by ring)
  -- the effective potential minus the energy is a sum of squares
  have hnn : ∀ x, 0 < x →
      0 ≤ 2 * (v₁ x - v₂ x) ^ 2 + 2 * (w₁ x - w₂ x) * (a₁ x - a₂ x) := by
    intro x hx
    have key : a₁ x - a₂ x = ((1 / x) ^ 2 + (1 / x - Z) ^ 2) * (w₁ x - w₂ x) := by
      linear_combination (-2) * (e₁ x hx).2.2 + 2 * (e₂ x hx).2.2
    calc 0 ≤ 2 * (v₁ x - v₂ x) ^ 2
          + 2 * ((1 / x) ^ 2 + (1 / x - Z) ^ 2) * (w₁ x - w₂ x) ^ 2 := by positivity
      _ = 2 * (v₁ x - v₂ x) ^ 2 + 2 * (w₁ x - w₂ x) * (a₁ x - a₂ x) := by
          rw [key]
          ring
  have hconv : ConvexOn ℝ (Ioi 0) (fun y => (w₁ y - w₂ y) * (w₁ y - w₂ y)) :=
    convexOn_of_hasDerivWithinAt2_nonneg (convex_Ioi 0)
      (fun x hx => (hd x hx).continuousAt.continuousWithinAt)
      (fun x hx => (hd x (interior_subset hx)).hasDerivWithinAt)
      (fun x hx => (hdd x (interior_subset hx)).hasDerivWithinAt)
      (fun x hx => hnn x (interior_subset hx))
  -- a convex function that vanishes at both ends cannot be positive in between
  by_contra hne
  have hpos : 0 < (w₁ r - w₂ r) * (w₁ r - w₂ r) := mul_self_pos.2 (sub_ne_zero.2 hne)
  have t₀ := h₁.origin.sub h₂.origin
  have t₁ := h₁.infinity.sub h₂.infinity
  obtain ⟨a, ha, ha'⟩ := (((t₀.mul t₀).eventually_lt_const (by simpa using hpos)).and
    (Ioo_mem_nhdsGT hr)).exists
  obtain ⟨b, hb, hb'⟩ := (((t₁.mul t₁).eventually_lt_const (by simpa using hpos)).and
    (eventually_gt_atTop r)).exists
  exact absurd (hconv.le_max_of_mem_Icc (mem_Ioi.2 ha'.1) (mem_Ioi.2 (hr.trans hb'))
    ⟨ha'.2.le, hb'.le⟩) (not_le_of_gt (max_lt ha hb))

end

end ResponseUnique
```

Lean reports:

```
Main.lean:58:63: error: Type mismatch: After simplification, term
  hpos
 has type
  ¬w₁ r - w₂ r = 0
but is expected to have type
  0 < ?m.813
Main.lean:60:63: error: Type mismatch: After simplification, term
  hpos
 has type
  ¬w₁ r - w₂ r = 0
but is expected to have type
  0 < ?m.874
```

Cause. Both errors have the same cause. `eventually_lt_const` needs a proof that the limit lies below some bound, and when `simpa` runs nothing has yet said what the bound is: it is still a metavariable, `?m.813` in one message and `?m.874` in the other. `simpa` reduces the limit `(0 - 0) * (0 - 0)` to `0`, leaving the goal `0 < ?m.813`. It also simplifies `hpos`, turning the positivity of a square into the statement that `w₁ r - w₂ r` is not zero. That is no longer an inequality, so it can't match the goal or supply the bound.

The repair states the inequality in full as `hlt`, with the limit written just as `t₀.mul t₀` and `t₁.mul t₁` give it and the bound written out. In its proof, `rw [sub_zero, mul_zero]` reduces the left side to `0` and leaves the right side alone, so `hpos` fits unchanged. Passing `hlt` in place of each `simpa` then fixes the bound at both ends.

The repair, with which the file compiles:

```diff
@@ -54,9 +54,12 @@
   by_contra hne
   have hpos : 0 < (w₁ r - w₂ r) * (w₁ r - w₂ r) := mul_self_pos.2 (sub_ne_zero.2 hne)
+  have hlt : ((0 : ℝ) - 0) * (0 - 0) < (w₁ r - w₂ r) * (w₁ r - w₂ r) := by
+    rw [sub_zero, mul_zero]
+    exact hpos
   have t₀ := h₁.origin.sub h₂.origin
   have t₁ := h₁.infinity.sub h₂.infinity
-  obtain ⟨a, ha, ha'⟩ := (((t₀.mul t₀).eventually_lt_const (by simpa using hpos)).and
+  obtain ⟨a, ha, ha'⟩ := (((t₀.mul t₀).eventually_lt_const hlt).and
     (Ioo_mem_nhdsGT hr)).exists
-  obtain ⟨b, hb, hb'⟩ := (((t₁.mul t₁).eventually_lt_const (by simpa using hpos)).and
+  obtain ⟨b, hb, hb'⟩ := (((t₁.mul t₁).eventually_lt_const hlt).and
     (eventually_gt_atTop r)).exists
   exact absurd (hconv.le_max_of_mem_Icc (mem_Ioi.2 ha'.1) (mem_Ioi.2 (hr.trans hb'))
```
